# Wigner-Seitz weights 1/d(R) sum to Nⁿ on any n-dimensional lattice

Should the Wigner-Seitz cell of the $N\times\dots\times N$ supercell include its boundary when I turn Bloch Hamiltonians on an $N\times\dots\times N$ mesh of wavevectors into real-space hoppings? I include it and give each lattice vector $R$ in this closed cell the weight $1/d(R)$, where $d(R)$ counts the supercell translations $T$ with $\|R-T\|=\|R\|$. For a square lattice with $N=2$ this gives nine vectors for four mesh points. Do the weights always restore the right count, even on a skewed lattice, and do I get my original Hamiltonians back?

## Equivalent boundary sites share one unit of weight

Yes to both, with the closed cell. Let the columns of an invertible real matrix $A$ be the primitive vectors, and let $N\ge1$. The sites are $R=Am$ with $m\in\mathbb Z^n$, the supercell translations are $T=NAk$ with $k\in\mathbb Z^n$, and $W$ is the set of $x$ with $\|x\|\le\|x-T\|$ for all $T$.

Call two sites equivalent if they differ by some $T$. Reducing each coordinate of $m$ modulo $N$ gives exactly one representative in $\{0,\dots,N-1\}^n$, so there are $N^n$ classes.

If $\|Am\|\le r$, then $m=A^{-1}(Am)$ gives $|m_i|\le\sum_j|(A^{-1})_{ij}|\,r$. A ball therefore holds finitely many sites, and every class has a shortest member. By definition, $R$ lies in $W$ exactly when it is a shortest member of its class.

Suppose a class has $g$ shortest members, and $R$ is one of them. The translations with $\|R-T\|=\|R\|$ correspond one to one to the shortest members $R-T$, so $d(R)=g$. The class contributes $g\cdot(1/g)=1$, and hence
$$\sum_{R\in W}\frac1{d(R)}=N^n.$$

In your square example, with unit spacing, the origin has $d=1$, the four sites $(\pm1,0),(0,\pm1)$ have $d=2$, and the four corners $(\pm1,\pm1)$ have $d=4$. The sum is $1+4\cdot\tfrac12+4\cdot\tfrac14=4$.

## The original Hamiltonians return at the mesh points

If $f$ takes equal values on equivalent sites, the same grouping gives
$$\sum_{Am\in W}\frac{f(m)}{d(Am)}=\sum_{c\in\{0,\dots,N-1\}^n}f(c).$$
Label the mesh points by $q\in\{0,\dots,N-1\}^n$, with reciprocal coordinates $q/N$, write $H_q$ for the Bloch Hamiltonian given at $q$, and define the hoppings
$$h(m)=N^{-n}\sum_q e^{-2\pi i q\cdot m/N}H_q.$$
Replacing $m$ by $m+Nk$ multiplies a phase by $e^{\pm2\pi i q\cdot k}=1$, so $f(m)=e^{2\pi i p\cdot m/N}h(m)$ is periodic for each mesh point $p$. Its weighted sum over $W$ is
$$\sum_q\Big[N^{-n}\prod_i\sum_{j=0}^{N-1}z_i^j\Big]H_q,\qquad z_i=e^{2\pi i(p_i-q_i)/N}.$$
For $p=q$ the bracket is 1. Otherwise some $p_i\ne q_i$. Since $|p_i-q_i|<N$, we have $z_i\ne1$, while $z_i^N=1$, so that geometric sum vanishes. What remains is $H_p$.

A band-structure program that uses this scheme, with an effective one-particle Hamiltonian on a finite uniform mesh, lists the vectors $R$ with their $d(R)$, comparing distances within a tolerance. It then evaluates the weighted Fourier sum at each wavevector along the band path. Between mesh points the accuracy depends on $N$ and on how fast the hoppings of the infinite crystal decay with distance, about which the hypotheses say nothing.

## Reading the Lean statements

`site A m` is $Am$ in `EuclideanSpace`, so the norm is ordinary length. `IsUnit A.det` says that the primitive vectors are linearly independent, and `[NeZero N]` says $N\ge1$. `cellSites` holds the integer coordinates of the sites in $W$; `cellSites_finite` supplies the finite set for the sum. `degeneracy` counts labels `k`, which match translations one to one here. The letter `k` is always an integer label, not a wavevector.

`sum_inv_degeneracy` is the count $N^n$, and `interpolation_exact_on_mesh` is the recovery of $H_p$. The matrices `H` are arbitrary complex ones, indexed by orbitals `β`; Hermiticity is not assumed. The mesh has the same $N$ in every direction, and the phases contain lattice vectors only, without orbital positions.

## From classes of sites to the Lean proof

`site_sub` and `mem_cellSites` express membership of $W$ as being shortest in a class, and `fold_eq_iff` identifies classes by remainders. `finite_ball` is the bound from $A^{-1}$. `cellSites_finite` follows because a site in $W$ is no longer than its box representative.

`degeneracy_eq` uses the injective map $k\mapsto m-Nk$ to turn counted labels into shortest members. In `weighted_sum_periodic`, `Finset.sum_fiberwise` groups the sum by class, and `Set.exists_min_image` finds a shortest member. Setting $f=1$ gives `sum_inv_degeneracy`.

`phase_orthogonality` factorises the box sum with `Finset.prod_univ_sum` and evaluates the vanishing factor with `geom_sum_eq`. The last theorem proves the phases periodic (`hper`), moves the sum to the box and applies orthogonality.

```lean
import Mathlib

open Matrix

namespace WannierInterpolation

noncomputable section

variable {n : ℕ}

/-- The lattice site `A m` with integer coordinates `m`, as a vector of Euclidean space. -/
def site (A : Matrix (Fin n) (Fin n) ℝ) (m : Fin n → ℤ) : EuclideanSpace ℝ (Fin n) :=
  WithLp.toLp 2 (A *ᵥ fun i => (m i : ℝ))

/-- The closed Wigner-Seitz cell of the supercell lattice `N A ℤⁿ`: the points at least as close
to the origin as to any other supercell lattice point. -/
def wignerSeitz (A : Matrix (Fin n) (Fin n) ℝ) (N : ℕ) : Set (EuclideanSpace ℝ (Fin n)) :=
  {x | ∀ k : Fin n → ℤ, ‖x‖ ≤ ‖x - (N : ℝ) • site A k‖}

/-- The integer coordinates of the lattice sites lying in the Wigner-Seitz cell. -/
def cellSites (A : Matrix (Fin n) (Fin n) ℝ) (N : ℕ) : Set (Fin n → ℤ) :=
  {m | site A m ∈ wignerSeitz A N}

/-- For invertible `A` and `N ≥ 1`, the degeneracy `d(R)` of the site `R = A m`: the number of
supercell translations `T = N A k`, labelled by `k`, with `‖R - T‖ = ‖R‖`. -/
def degeneracy (A : Matrix (Fin n) (Fin n) ℝ) (N : ℕ) (m : Fin n → ℤ) : ℕ :=
  {k : Fin n → ℤ | ‖site A m - (N : ℝ) • site A k‖ = ‖site A m‖}.ncard

/-- A point of the box `{0, …, N-1}ⁿ`, read as integer coordinates. -/
def box {N : ℕ} (c : Fin n → Fin N) : Fin n → ℤ := fun i => ((c i : ℕ) : ℤ)

/-- Folding of integer coordinates into the box `{0, …, N-1}ⁿ`, for `N ≥ 1`. -/
def fold (N : ℕ) [NeZero N] (m : Fin n → ℤ) : Fin n → Fin N := fun i =>
  ⟨(m i % (N : ℤ)).toNat, by
    have h0 : (0 : ℤ) < N := by exact_mod_cast Nat.pos_of_ne_zero (NeZero.ne N)
    have h1 := Int.emod_lt_of_pos (m i) h0
    have h2 := Int.emod_nonneg (m i) h0.ne'
    omega⟩

/-- Subtracting a supercell translation from a site gives the site with shifted coordinates. -/
theorem site_sub (A : Matrix (Fin n) (Fin n) ℝ) (N : ℕ) (m k : Fin n → ℤ) :
    site A m - (N : ℝ) • site A k = site A (m - (N : ℤ) • k) := by
  have h : (fun i => (((m - (N : ℤ) • k) i : ℤ) : ℝ))
      = (fun i => (m i : ℝ)) - (N : ℝ) • (fun i => (k i : ℝ)) := by
    ext i
    simp
  unfold site
  rw [h, Matrix.mulVec_sub, Matrix.mulVec_smul]
  rfl

/-- A site lies in the Wigner-Seitz cell exactly when no supercell translate of it is shorter. -/
theorem mem_cellSites {A : Matrix (Fin n) (Fin n) ℝ} {N : ℕ} {m : Fin n → ℤ} :
    m ∈ cellSites A N ↔ ∀ k : Fin n → ℤ, ‖site A m‖ ≤ ‖site A (m - (N : ℤ) • k)‖ := by
  simp only [cellSites, wignerSeitz, Set.mem_ofPred_eq, site_sub]

/-- For `N ≥ 1`, a site folds to the box point `c` exactly when it differs from `c` by a
supercell translation. -/
theorem fold_eq_iff {N : ℕ} [NeZero N] (m : Fin n → ℤ) (c : Fin n → Fin N) :
    fold N m = c ↔ ∃ k : Fin n → ℤ, m = box c + (N : ℤ) • k := by
  have h0 : (0 : ℤ) < N := by exact_mod_cast Nat.pos_of_ne_zero (NeZero.ne N)
  constructor
  · rintro rfl
    refine ⟨fun i => m i / (N : ℤ), funext fun i => ?_⟩
    have h2 := Int.emod_nonneg (m i) h0.ne'
    have h3 := Int.emod_def (m i) (N : ℤ)
    simp only [box, fold, Pi.add_apply, Pi.smul_apply, smul_eq_mul, Int.toNat_of_nonneg h2]
    linarith
  · rintro ⟨k, rfl⟩
    funext i
    apply Fin.ext
    have h : (box c + (N : ℤ) • k) i % (N : ℤ) = ((c i : ℕ) : ℤ) := by
      simp only [Pi.add_apply, Pi.smul_apply, smul_eq_mul, box, Int.add_mul_emod_self_left]
      exact Int.emod_eq_of_lt (by positivity) (by exact_mod_cast (c i).isLt)
    change ((box c + (N : ℤ) • k) i % (N : ℤ)).toNat = _
    rw [h]
    exact Int.toNat_natCast _

/-- For invertible `A`, only finitely many lattice sites lie within a given distance of the
origin. -/
theorem finite_ball {A : Matrix (Fin n) (Fin n) ℝ} (hA : IsUnit A.det) (r : ℝ) :
    {m : Fin n → ℤ | ‖site A m‖ ≤ r}.Finite := by
  refine (Set.finite_Icc (fun i => -⌈∑ j, |A⁻¹ i j| * r⌉)
    (fun i => ⌈∑ j, |A⁻¹ i j| * r⌉)).subset fun m hm => ?_
  have hinv : A⁻¹ *ᵥ (A *ᵥ fun i => (m i : ℝ)) = fun i => (m i : ℝ) := by
    rw [Matrix.mulVec_mulVec, Matrix.nonsing_inv_mul A hA, Matrix.one_mulVec]
  -- the inverse matrix bounds the integer coordinates
  have hb : ∀ i, |m i| ≤ ⌈∑ j, |A⁻¹ i j| * r⌉ := fun i => by
    have h : |(m i : ℝ)| ≤ ∑ j, |A⁻¹ i j| * r := by
      calc |(m i : ℝ)| = |∑ j, A⁻¹ i j * site A m j| :=
            congrArg abs (congrFun hinv i).symm
        _ ≤ ∑ j, |A⁻¹ i j * site A m j| := Finset.abs_sum_le_sum_abs _ _
        _ ≤ ∑ j, |A⁻¹ i j| * r := by
            refine Finset.sum_le_sum fun j _ => ?_
            rw [abs_mul]
            have hj : |site A m j| ≤ r := (PiLp.norm_apply_le (site A m) j).trans hm
            exact mul_le_mul_of_nonneg_left hj (abs_nonneg _)
    have h' := h.trans (Int.le_ceil _)
    exact_mod_cast h'
  exact ⟨fun i => (abs_le.1 (hb i)).1, fun i => (abs_le.1 (hb i)).2⟩

/-- For invertible `A` and `N ≥ 1`, the Wigner-Seitz cell contains finitely many sites. -/
theorem cellSites_finite {A : Matrix (Fin n) (Fin n) ℝ} (hA : IsUnit A.det) (N : ℕ) [NeZero N] :
    (cellSites A N).Finite := by
  refine (Set.finite_iUnion fun c : Fin n → Fin N =>
    finite_ball hA ‖site A (box c)‖).subset fun m hm => ?_
  obtain ⟨k, hk⟩ := (fold_eq_iff m (fold N m)).1 rfl
  refine Set.mem_iUnion.2 ⟨fold N m, ?_⟩
  have h := mem_cellSites.1 hm k
  rwa [sub_eq_of_eq_add hk] at h

/-- For `N ≥ 1`, the degeneracy of a site in the Wigner-Seitz cell equals the `ncard` of the set of
integer coordinates of cell sites that are equivalent to it modulo the supercell. For singular `A`
these sets can be infinite, and `ncard` is then 0. -/
theorem degeneracy_eq {A : Matrix (Fin n) (Fin n) ℝ} {N : ℕ} [NeZero N] {m : Fin n → ℤ}
    (hm : m ∈ cellSites A N) :
    degeneracy A N m = {m' | m' ∈ cellSites A N ∧ fold N m' = fold N m}.ncard := by
  have hN : (N : ℤ) ≠ 0 := by exact_mod_cast NeZero.ne N
  have hinj : Function.Injective fun k : Fin n → ℤ => m - (N : ℤ) • k := by
    intro k l h
    funext i
    have hi := congrFun h i
    simp only [Pi.sub_apply, Pi.smul_apply, smul_eq_mul] at hi
    exact mul_left_cancel₀ hN (by linarith)
  obtain ⟨k₀, hk₀⟩ := (fold_eq_iff m (fold N m)).1 rfl
  rw [mem_cellSites] at hm
  unfold degeneracy
  rw [← Set.ncard_image_of_injective _ hinj]
  congr 1
  ext m'
  simp only [Set.mem_image, Set.mem_ofPred_eq, site_sub, mem_cellSites]
  constructor
  · rintro ⟨k, hk, rfl⟩
    refine ⟨fun j => ?_, (fold_eq_iff _ _).2 ⟨k₀ - k, ?_⟩⟩
    · rw [hk, sub_sub, ← smul_add]
      exact hm (k + j)
    · rw [smul_sub, ← add_sub_assoc, ← hk₀]
  · rintro ⟨h1, h2⟩
    obtain ⟨k, hk⟩ := (fold_eq_iff m' (fold N m)).1 h2
    have e : m - (N : ℤ) • (k₀ - k) = m' := by
      rw [hk, smul_sub]
      nth_rewrite 1 [hk₀]
      abel
    have e' : m' - (N : ℤ) • (k - k₀) = m := by
      rw [← e, smul_sub, smul_sub]
      abel
    -- two shortest members of one class have equal length
    refine ⟨k₀ - k, ?_, e⟩
    rw [e]
    have a := hm (k₀ - k)
    have b := h1 (k - k₀)
    rw [e] at a
    rw [e'] at b
    exact le_antisymm b a

/-- For invertible `A`, `N ≥ 1` and a supercell-periodic quantity `f`, the sum over the
Wigner-Seitz cell with weights `1/d(R)` equals the plain sum over the box `{0, …, N-1}ⁿ`. -/
theorem weighted_sum_periodic {E : Type*} [AddCommGroup E] [Module ℝ E]
    {A : Matrix (Fin n) (Fin n) ℝ} (hA : IsUnit A.det) (N : ℕ) [NeZero N]
    (f : (Fin n → ℤ) → E) (hf : ∀ m k, f (m + (N : ℤ) • k) = f m) :
    ∑ m ∈ (cellSites_finite hA N).toFinset, (1 / (degeneracy A N m : ℝ)) • f m
      = ∑ c : Fin n → Fin N, f (box c) := by
  rw [← Finset.sum_fiberwise _ (fold N)]
  refine Finset.sum_congr rfl fun c _ => ?_
  set F := (cellSites_finite hA N).toFinset.filter (fun m => fold N m = c) with hF
  have hcard : ∀ m ∈ F, degeneracy A N m = F.card := fun m hm => by
    obtain ⟨h1, h2⟩ := Finset.mem_filter.1 hm
    rw [degeneracy_eq ((Set.Finite.mem_toFinset _).1 h1), ← Set.ncard_coe_finset]
    congr 1
    ext m'
    simp [hF, h2]
  have hval : ∀ m ∈ F, f m = f (box c) := fun m hm => by
    obtain ⟨k, hk⟩ := (fold_eq_iff m c).1 (Finset.mem_filter.1 hm).2
    rw [hk, hf]
  -- every class has a shortest member, which lies in the cell
  have hne : F.Nonempty := by
    obtain ⟨a, ⟨ha, hac⟩, hmin⟩ := Set.exists_min_image
      {m | ‖site A m‖ ≤ ‖site A (box c)‖ ∧ fold N m = c} (fun m => ‖site A m‖)
      ((finite_ball hA ‖site A (box c)‖).subset fun m hm => hm.1)
      ⟨box c, le_rfl, (fold_eq_iff _ _).2 ⟨0, by simp⟩⟩
    refine ⟨a, Finset.mem_filter.2 ⟨(Set.Finite.mem_toFinset _).2
      (mem_cellSites.2 fun j => ?_), hac⟩⟩
    obtain ⟨k, hk⟩ := (fold_eq_iff a c).1 hac
    rcases le_total ‖site A (a - (N : ℤ) • j)‖ ‖site A (box c)‖ with h | h
    · exact hmin _ ⟨h, (fold_eq_iff _ _).2 ⟨k - j, by
        rw [smul_sub, ← add_sub_assoc, ← hk]⟩⟩
    · exact ha.trans h
  have h0 : (F.card : ℝ) ≠ 0 := by exact_mod_cast hne.card_pos.ne'
  calc ∑ m ∈ F, (1 / (degeneracy A N m : ℝ)) • f m
      = ∑ m ∈ F, (1 / (F.card : ℝ)) • f (box c) :=
        Finset.sum_congr rfl fun m hm => by rw [hcard m hm, hval m hm]
    _ = f (box c) := by
        rw [Finset.sum_const, ← Nat.cast_smul_eq_nsmul ℝ, smul_smul, mul_one_div_cancel h0,
          one_smul]

/-- For invertible `A` and `N ≥ 1`, the weights `1/d(R)` of the lattice sites in the Wigner-Seitz
cell of `N A ℤⁿ` add up to `Nⁿ`. -/
theorem sum_inv_degeneracy {A : Matrix (Fin n) (Fin n) ℝ} (hA : IsUnit A.det)
    (N : ℕ) [NeZero N] :
    ∑ m ∈ (cellSites_finite hA N).toFinset, 1 / (degeneracy A N m : ℝ) = (N : ℝ) ^ n := by
  have h := weighted_sum_periodic hA N (fun _ => (1 : ℝ)) (fun _ _ => rfl)
  simpa using h

/-- The Bloch phase `exp(2πi q·m/N)` of the mesh point `q/N` (in reciprocal coordinates) at the
site `m`, for `N ≥ 1`. -/
def phase {N : ℕ} (q : Fin n → Fin N) (m : Fin n → ℤ) : ℂ :=
  Complex.exp (2 * Real.pi * Complex.I * ∑ i, ((q i : ℕ) : ℂ) * (m i : ℂ) / (N : ℂ))

/-- The hopping matrix at site `m`: the discrete Fourier transform of the Bloch Hamiltonians `H`
given on the mesh, for `N ≥ 1`. -/
def hopping {β : Type*} {N : ℕ} (H : (Fin n → Fin N) → Matrix β β ℂ) (m : Fin n → ℤ) :
    Matrix β β ℂ :=
  ((N : ℂ) ^ n)⁻¹ • ∑ q, phase q (-m) • H q

/-- For `N ≥ 1`, the product of the Bloch phase of `p` at `c` and that of `q` at `-c`, summed over
the points `c` of the box `{0, …, N-1}ⁿ`, is `Nⁿ` if `p = q` and `0` otherwise. -/
theorem phase_orthogonality {N : ℕ} [NeZero N] (p q : Fin n → Fin N) :
    ∑ c : Fin n → Fin N, phase p (box c) * phase q (-box c)
      = if p = q then (N : ℂ) ^ n else 0 := by
  have hN : (N : ℂ) ≠ 0 := Nat.cast_ne_zero.mpr (NeZero.ne N)
  let z : Fin n → ℂ := fun i =>
    Complex.exp (2 * Real.pi * Complex.I * (((p i : ℕ) : ℂ) - ((q i : ℕ) : ℂ)) / N)
  have hterm : ∀ c : Fin n → Fin N,
      phase p (box c) * phase q (-box c) = ∏ i, z i ^ (c i : ℕ) := fun c => by
    simp only [phase, z, ← Complex.exp_nat_mul]
    rw [← Complex.exp_add, ← Complex.exp_sum, ← mul_add, ← Finset.sum_add_distrib,
      Finset.mul_sum]
    congr 1
    refine Finset.sum_congr rfl fun i _ => ?_
    simp only [box, Pi.neg_apply, Int.cast_neg, Int.cast_natCast]
    ring
  -- the sum factorises into one geometric sum per direction
  have hprod : ∑ c : Fin n → Fin N, ∏ i, z i ^ (c i : ℕ)
      = ∏ i, ∑ j : Fin N, z i ^ (j : ℕ) := by
    rw [Finset.prod_univ_sum, Fintype.piFinset_univ]
  rw [Finset.sum_congr rfl fun c _ => hterm c, hprod]
  split_ifs with hpq
  · subst hpq
    simp [z]
  · obtain ⟨i, hi⟩ := Function.ne_iff.1 hpq
    refine Finset.prod_eq_zero (Finset.mem_univ i) ?_
    have hz1 : z i ≠ 1 := fun h => by
      obtain ⟨t, ht⟩ := Complex.exp_eq_one_iff.1 h
      rw [div_eq_iff hN] at ht
      have h1 : ((p i : ℕ) : ℂ) - ((q i : ℕ) : ℂ) = t * N :=
        mul_left_cancel₀ Complex.two_pi_I_ne_zero (by linear_combination ht)
      have h2 : ((p i : ℕ) : ℤ) - ((q i : ℕ) : ℤ) = t * N := by exact_mod_cast h1
      have hp : ((p i : ℕ) : ℤ) < N := by exact_mod_cast (p i).isLt
      have hq : ((q i : ℕ) : ℤ) < N := by exact_mod_cast (q i).isLt
      have hp0 : (0 : ℤ) ≤ ((p i : ℕ) : ℤ) := Int.natCast_nonneg _
      have hq0 : (0 : ℤ) ≤ ((q i : ℕ) : ℤ) := Int.natCast_nonneg _
      have ht0 : t = 0 := by
        rcases lt_trichotomy t 0 with h | h | h
        · nlinarith
        · exact h
        · nlinarith
      rw [ht0, zero_mul] at h2
      exact hi (Fin.ext (by omega))
    have hzN : z i ^ N = 1 := by
      simp only [z]
      rw [← Complex.exp_nat_mul, Complex.exp_eq_one_iff]
      refine ⟨((p i : ℕ) : ℤ) - ((q i : ℕ) : ℤ), ?_⟩
      rw [mul_div_cancel₀ _ hN]
      push_cast
      ring
    rw [Fin.sum_univ_eq_sum_range (fun j => z i ^ j) N, geom_sum_eq hz1, hzN, sub_self, zero_div]

/-- For invertible `A` and `N ≥ 1`, Wannier interpolation with the hoppings of the Wigner-Seitz
cell weighted by `1/d(R)` returns the given Bloch Hamiltonian at every mesh point. -/
theorem interpolation_exact_on_mesh {β : Type*} {A : Matrix (Fin n) (Fin n) ℝ}
    (hA : IsUnit A.det) (N : ℕ) [NeZero N] (H : (Fin n → Fin N) → Matrix β β ℂ)
    (p : Fin n → Fin N) :
    ∑ m ∈ (cellSites_finite hA N).toFinset,
      (1 / (degeneracy A N m : ℝ)) • (phase p m • hopping H m) = H p := by
  have hN : (N : ℂ) ≠ 0 := Nat.cast_ne_zero.mpr (NeZero.ne N)
  -- mesh phases do not see supercell translations
  have hper : ∀ (q : Fin n → Fin N) (m k : Fin n → ℤ),
      phase q (m + (N : ℤ) • k) = phase q m := fun q m k => by
    unfold phase
    rw [Complex.exp_eq_exp_iff_exists_int]
    refine ⟨∑ i, ((q i : ℕ) : ℤ) * k i, ?_⟩
    have h : ∑ i, ((q i : ℕ) : ℂ) * (((m + (N : ℤ) • k) i : ℤ) : ℂ) / (N : ℂ)
        = ∑ i, ((q i : ℕ) : ℂ) * (m i : ℂ) / (N : ℂ)
          + ((∑ i, ((q i : ℕ) : ℤ) * k i : ℤ) : ℂ) := by
      push_cast
      rw [← Finset.sum_add_distrib]
      refine Finset.sum_congr rfl fun i _ => ?_
      simp only [Pi.add_apply, Pi.smul_apply, smul_eq_mul, Int.cast_add, Int.cast_mul,
        Int.cast_natCast]
      field_simp
    rw [h]
    ring
  rw [weighted_sum_periodic hA N (fun m => phase p m • hopping H m) fun m k => by
    have h : -(m + (N : ℤ) • k) = -m + (N : ℤ) • (-k) := by rw [smul_neg, neg_add]
    simp only [hopping, h, hper]]
  calc ∑ c : Fin n → Fin N, phase p (box c) • hopping H (box c)
      = ∑ q, (((N : ℂ) ^ n)⁻¹ *
          ∑ c : Fin n → Fin N, phase p (box c) * phase q (-box c)) • H q := by
        simp only [hopping, Finset.smul_sum, smul_smul, Finset.mul_sum, Finset.sum_smul]
        rw [Finset.sum_comm]
        refine Finset.sum_congr rfl fun q _ => Finset.sum_congr rfl fun c _ => ?_
        congr 1
        ring
    _ = H p := by
        simp only [phase_orthogonality, mul_ite, mul_zero, ite_smul, zero_smul,
          Finset.sum_ite_eq, Finset.mem_univ, if_true]
        rw [inv_mul_cancel₀ (pow_ne_zero n hN), one_smul]

end

end WannierInterpolation
```

```lean
#print axioms WannierInterpolation.weighted_sum_periodic
#print axioms WannierInterpolation.sum_inv_degeneracy
#print axioms WannierInterpolation.interpolation_exact_on_mesh
```

```
'WannierInterpolation.weighted_sum_periodic' depends on axioms: [propext, Classical.choice, Quot.sound]
'WannierInterpolation.sum_inv_degeneracy' depends on axioms: [propext, Classical.choice, Quot.sound]
'WannierInterpolation.interpolation_exact_on_mesh' depends on axioms: [propext, Classical.choice, Quot.sound]
```
